# Square symmetry leaves a real four-site matrix three free entries and the eigenvalues a+2b+c, a−2b+c, a−c, a−c

## Corners, motions and the three-parameter matrix

Label the corners of a square \(0,1,2,3\) in cyclic order and calculate with the labels modulo 4, so that \(3+1=0\) and \(-1=3\). In Lean the labels form the type `ZMod 4`. An operator on the four sites is a real matrix \(M\) with entries \(M_{ij}\), and it acts on column vectors of site amplitudes. It is not assumed to be symmetric.

```lean
import Mathlib

open Matrix

namespace SquareSymmetry

noncomputable section
```

The quarter turn \(S\) carries corner \(j\) to corner \(j+1\). As a permutation matrix it has \(S_{ij}=1\) if \(i=j+1\), and \(0\) otherwise.

```lean
/-- The quarter turn of the square, carrying corner `j` to corner `j + 1`. -/
def shift : Matrix (ZMod 4) (ZMod 4) ℝ :=
  Matrix.of fun i j => if i = j + 1 then 1 else 0
```

The reflection \(R\) carries corner \(j\) to corner \(-j\). It fixes corners 0 and 2 and exchanges 1 and 3, so its mirror line is a diagonal of the square. Together \(S\) and \(R\) generate all eight symmetry operations of the square, the group \(D_4\) acting on its corners.

```lean
/-- The reflection of the square, carrying corner `j` to corner `-j`. -/
def reflection : Matrix (ZMod 4) (ZMod 4) ℝ :=
  Matrix.of fun i j => if i = -j then 1 else 0
```

The candidate for the invariant matrix has one entry \(a\) on the diagonal, one entry \(b\) between neighbours and one entry \(c\) between opposite corners:

\[
\begin{pmatrix} a&b&c&b\\ b&a&b&c\\ c&b&a&b\\ b&c&b&a \end{pmatrix}.
\]

The entry in row \(i\) and column \(j\) depends only on the difference \(j-i\): it is \(a\) for \(0\), \(c\) for \(2\), and \(b\) for \(1\) and \(3\).

```lean
/-- The matrix with diagonal entry `a`, neighbour entry `b` and opposite-corner entry `c`. -/
def ringMatrix (a b c : ℝ) : Matrix (ZMod 4) (ZMod 4) ℝ :=
  Matrix.of fun i j => if j - i = 0 then a else if j - i = 2 then c else b
```

Vectors are written as lists of amplitudes \((p,q,r,s)\) on corners \(0,1,2,3\).

```lean
/-- The vector with amplitudes `p, q, r, s` on the corners `0, 1, 2, 3`. -/
def corners (p q r s : ℝ) : ZMod 4 → ℝ :=
  fun i => if i = 0 then p else if i = 1 then q else if i = 2 then r else s
```

Two small lemmas support the later case distinctions: every label is one of the four, and the listed amplitudes sit where they should.

```lean
/-- The square has the four corners `0, 1, 2, 3`. -/
theorem corner_cases : ∀ i : ZMod 4, i = 0 ∨ i = 1 ∨ i = 2 ∨ i = 3 := by
  decide

/-- The amplitudes of `corners p q r s` at the four corners. -/
theorem corners_apply (p q r s : ℝ) :
    corners p q r s 0 = p ∧ corners p q r s 1 = q ∧
      corners p q r s 2 = r ∧ corners p q r s 3 = s := by
  refine ⟨?_, ?_, ?_, ?_⟩ <;> simp +decide [corners]
```

## Commutation as invariance of the entries

Multiplication by \(S\) on the right moves the column index, and multiplication on the left moves the row index:

\[
(MS)_{ij}=M_{i,j+1},\qquad (SM)_{i+1,j}=M_{ij}.
\]

Taking the first identity at row \(i+1\), we see that \(MS=SM\) holds exactly when \(M_{i+1,j+1}=M_{ij}\) for all \(i,j\). The coupling between two sites is unchanged when both are moved one step round the square. In the proof, `hr` and `hl` are the two displayed identities, and each direction of the equivalence chains them together.

```lean
/-- A matrix commutes with the quarter turn exactly when its entries are unchanged
by moving both corners one step around the square. -/
theorem commute_shift_iff (M : Matrix (ZMod 4) (ZMod 4) ℝ) :
    M * shift = shift * M ↔ ∀ i j, M (i + 1) (j + 1) = M i j := by
  have hr : ∀ i j, (M * shift) i j = M i (j + 1) := by
    intro i j
    simp [Matrix.mul_apply, shift]
  have hl : ∀ i j, (shift * M) (i + 1) j = M i j := by
    intro i j
    simp [Matrix.mul_apply, shift]
  constructor
  · intro h i j
    rw [← hr, h, hl]
  · intro h
    ext i j
    obtain ⟨k, rfl⟩ : ∃ k, i = k + 1 := ⟨i - 1, (sub_add_cancel i 1).symm⟩
    rw [hr, hl, h]
```

The same argument for \(R\) uses \((MR)_{ij}=M_{i,-j}\) and \((RM)_{-i,j}=M_{ij}\). Commutation with the reflection therefore means \(M_{-i,-j}=M_{ij}\).

```lean
/-- A matrix commutes with the reflection exactly when its entries are unchanged
by reflecting both corners. -/
theorem commute_reflection_iff (M : Matrix (ZMod 4) (ZMod 4) ℝ) :
    M * reflection = reflection * M ↔ ∀ i j, M (-i) (-j) = M i j := by
  have hr : ∀ i j, (M * reflection) i j = M i (-j) := by
    intro i j
    simp [Matrix.mul_apply, reflection]
  have hl : ∀ i j, (reflection * M) (-i) j = M i j := by
    intro i j
    simp [Matrix.mul_apply, reflection]
  constructor
  · intro h i j
    rw [← hr, h, hl]
  · intro h
    ext i j
    obtain ⟨k, rfl⟩ : ∃ k, i = -k := ⟨-i, (neg_neg i).symm⟩
    rw [hr, hl, h]
```

## Three parameters remain

Suppose that both invariances hold. Applying the quarter turn \(n\) times gives \(M_{n,j+n}=M_{0,j}\). With \(n=i\), and with \(j\) replaced by \(j-i\), this becomes

\[
M_{ij}=M_{0,\,j-i},
\]

so the first row determines the matrix. The reflection, applied to corners 0 and 1, gives \(M_{03}=M_{0,-1}=M_{01}\). What remains is \(a=M_{00}\), \(b=M_{01}\) and \(c=M_{02}\).

Conversely, a quarter turn leaves \(j-i\) unchanged, and the reflection changes its sign. A change of sign exchanges the differences 1 and 3, which both carry \(b\), and leaves 0 and 2 alone. Every matrix of the three-parameter form therefore commutes with both motions.

The theorem states this as an equivalence, with the parameters read off from the first row of \(M\). In its proof, `ht` is the induction on the number of quarter turns, `hk` is the displayed reduction to the first row, and `h3` is the identification of the two neighbours.

```lean
/-- A matrix commutes with the quarter turn and the reflection exactly when it is the
ring matrix built from its entries between corner `0` and the corners `0, 1, 2`. -/
theorem symmetric_iff_ringMatrix (M : Matrix (ZMod 4) (ZMod 4) ℝ) :
    (M * shift = shift * M ∧ M * reflection = reflection * M) ↔
      M = ringMatrix (M 0 0) (M 0 1) (M 0 2) := by
  rw [commute_shift_iff, commute_reflection_iff]
  constructor
  · rintro ⟨h1, h2⟩
    -- repeated quarter turns bring every entry to the first row
    have ht : ∀ (n : ℕ) (j : ZMod 4), M (n : ZMod 4) (j + (n : ZMod 4)) = M 0 j := by
      intro n
      induction n with
      | zero => intro j; simp
      | succ n ih =>
        intro j
        rw [Nat.cast_succ, ← add_assoc, h1, ih]
    have hk : ∀ i j, M i j = M 0 (j - i) := by
      intro i j
      have h := ht i.val (j - i)
      rwa [ZMod.natCast_zmod_val, sub_add_cancel] at h
    -- the reflection identifies the two neighbours of corner 0
    have h3 : M 0 3 = M 0 1 := by
      have h := h2 0 1
      rwa [neg_zero, show (-1 : ZMod 4) = 3 by decide] at h
    ext i j
    rw [hk i j]
    simp only [ringMatrix, Matrix.of_apply]
    generalize j - i = d
    rcases corner_cases d with rfl | rfl | rfl | rfl <;> simp +decide [h3]
  · intro h
    rw [h]
    constructor
    · intro i j
      simp only [ringMatrix, Matrix.of_apply, add_sub_add_right_eq_sub]
    · intro i j
      simp only [ringMatrix, Matrix.of_apply, show -j - -i = -(j - i) by ring]
      generalize j - i = d
      rcases corner_cases d with rfl | rfl | rfl | rfl <;> simp +decide
```

## The secular equations

Written out corner by corner, the eigenvalue equation \(Mv=\mu v\) for the three-parameter matrix is

\[
\begin{aligned}
a v_0+b v_1+c v_2+b v_3&=\mu v_0,\\
b v_0+a v_1+b v_2+c v_3&=\mu v_1,\\
c v_0+b v_1+a v_2+b v_3&=\mu v_2,\\
b v_0+c v_1+b v_2+a v_3&=\mu v_3.
\end{aligned}
\]

In Lean, `*ᵥ` applies a matrix to a vector and `•` multiplies a vector by a number. The proof computes the four components `r0` to `r3` of the left-hand side and compares them with the right.

```lean
/-- The eigenvalue equation of the ring matrix, written as one secular equation per corner. -/
theorem secular_iff (a b c μ : ℝ) (v : ZMod 4 → ℝ) :
    ringMatrix a b c *ᵥ v = μ • v ↔
      a * v 0 + b * v 1 + c * v 2 + b * v 3 = μ * v 0 ∧
      b * v 0 + a * v 1 + b * v 2 + c * v 3 = μ * v 1 ∧
      c * v 0 + b * v 1 + a * v 2 + b * v 3 = μ * v 2 ∧
      b * v 0 + c * v 1 + b * v 2 + a * v 3 = μ * v 3 := by
  have hs : ∀ f : ZMod 4 → ℝ, ∑ i, f i = f 0 + f 1 + f 2 + f 3 :=
    fun f => Fin.sum_univ_four f
  have r0 : (ringMatrix a b c *ᵥ v) 0 = a * v 0 + b * v 1 + c * v 2 + b * v 3 := by
    simp +decide [Matrix.mulVec, dotProduct, hs, ringMatrix]
  have r1 : (ringMatrix a b c *ᵥ v) 1 = b * v 0 + a * v 1 + b * v 2 + c * v 3 := by
    simp +decide [Matrix.mulVec, dotProduct, hs, ringMatrix]
  have r2 : (ringMatrix a b c *ᵥ v) 2 = c * v 0 + b * v 1 + a * v 2 + b * v 3 := by
    simp +decide [Matrix.mulVec, dotProduct, hs, ringMatrix]
  have r3 : (ringMatrix a b c *ᵥ v) 3 = b * v 0 + c * v 1 + b * v 2 + a * v 3 := by
    simp +decide [Matrix.mulVec, dotProduct, hs, ringMatrix]
  constructor
  · intro h
    exact ⟨r0.symm.trans (congrFun h 0), r1.symm.trans (congrFun h 1),
      r2.symm.trans (congrFun h 2), r3.symm.trans (congrFun h 3)⟩
  · rintro ⟨h0, h1, h2, h3⟩
    funext i
    rcases corner_cases i with rfl | rfl | rfl | rfl
    exacts [r0.trans h0, r1.trans h1, r2.trans h2, r3.trans h3]
```

## Four modes

Insert the four vectors in turn.

- For \((1,1,1,1)\) every left-hand side is \(a+2b+c\).
- For \((1,-1,1,-1)\) the first equation gives \(a-2b+c\) and the second gives \(-(a-2b+c)\). The other two repeat them.
- For \((1,0,-1,0)\) the left-hand sides are \(a-c,\ 0,\ -(a-c),\ 0\).
- For \((0,1,0,-1)\) they are \(0,\ a-c,\ 0,\ -(a-c)\).

Each list is the stated eigenvalue times the vector. The vectors are not normalised; unit length requires a factor \(1/2\) for the first two and \(1/\sqrt2\) for the last two. The Lean proof makes the same substitution into `secular_iff` and leaves the arithmetic to `ring`.

```lean
/-- The four modes of the ring matrix and their eigenvalues. -/
theorem ringMatrix_modes (a b c : ℝ) :
    ringMatrix a b c *ᵥ corners 1 1 1 1 = (a + 2 * b + c) • corners 1 1 1 1 ∧
    ringMatrix a b c *ᵥ corners 1 (-1) 1 (-1) = (a - 2 * b + c) • corners 1 (-1) 1 (-1) ∧
    ringMatrix a b c *ᵥ corners 1 0 (-1) 0 = (a - c) • corners 1 0 (-1) 0 ∧
    ringMatrix a b c *ᵥ corners 0 1 0 (-1) = (a - c) • corners 0 1 0 (-1) := by
  refine ⟨?_, ?_, ?_, ?_⟩ <;> refine (secular_iff _ _ _ _ _).2 ⟨?_, ?_, ?_, ?_⟩ <;>
    simp only [corners_apply] <;> ring
```

Combined with the classification, this yields the statement for an arbitrary real \(M\) that commutes with \(S\) and \(R\): there are real numbers \(a,b,c\) for which \(M\) has the three-parameter form and the four vectors satisfy their eigenvalue equations.

```lean
/-- A real matrix commuting with the quarter turn and the reflection of the square has one
diagonal, one neighbour and one opposite entry, and the four listed vectors are eigenvectors. -/
theorem square_symmetry_spectrum (M : Matrix (ZMod 4) (ZMod 4) ℝ)
    (hS : M * shift = shift * M) (hR : M * reflection = reflection * M) :
    ∃ a b c : ℝ, M = ringMatrix a b c ∧
      M *ᵥ corners 1 1 1 1 = (a + 2 * b + c) • corners 1 1 1 1 ∧
      M *ᵥ corners 1 (-1) 1 (-1) = (a - 2 * b + c) • corners 1 (-1) 1 (-1) ∧
      M *ᵥ corners 1 0 (-1) 0 = (a - c) • corners 1 0 (-1) 0 ∧
      M *ᵥ corners 0 1 0 (-1) = (a - c) • corners 0 1 0 (-1) := by
  have h := (symmetric_iff_ringMatrix M).1 ⟨hS, hR⟩
  have hm := ringMatrix_modes (M 0 0) (M 0 1) (M 0 2)
  rw [← h] at hm
  exact ⟨M 0 0, M 0 1, M 0 2, h, hm⟩
```

When \(M\) is the one-electron Hamiltonian of non-interacting electrons, with one orbital per site in an orthonormal basis, the four eigenvalues are the orbital energies of the square ring. In the Hückel model of the π electrons of square cyclobutadiene, \(a\) is the on-site energy \(\alpha\), \(b\) is the coupling \(\beta\) between neighbouring carbon atoms, and \(c=0\). The levels are then \(\alpha\pm2\beta\) and a degenerate pair at \(\alpha\).

## No further real eigenvalue

Add and subtract the secular equations in the patterns of the four modes:

\[
\begin{aligned}
(\mu-(a+2b+c))\,(v_0+v_1+v_2+v_3)&=0,\\
(\mu-(a-2b+c))\,(v_0-v_1+v_2-v_3)&=0,\\
(\mu-(a-c))\,(v_0-v_2)&=0,\\
(\mu-(a-c))\,(v_1-v_3)&=0.
\end{aligned}
\]

If \(\mu\) is none of the three listed values, all four combinations of amplitudes vanish. Then \(v_0=v_2\) and \(v_1=v_3\), while the first two combinations give \(v_0+v_1=0\) and \(v_0-v_1=0\). Hence \(v=0\), and \(\mu\) is not an eigenvalue. In the other direction, the first three modes are non-zero vectors that realise the three values.

In the proof, `s1` to `s4` are the vanishing combinations. Each comes from one of the products above, which `linear_combination` assembles from the secular equations, and `linarith` then solves for the amplitudes.

```lean
/-- The real eigenvalues of the ring matrix are exactly `a + 2b + c`, `a - 2b + c` and `a - c`. -/
theorem eigenvalue_iff (a b c μ : ℝ) :
    (∃ v : ZMod 4 → ℝ, v ≠ 0 ∧ ringMatrix a b c *ᵥ v = μ • v) ↔
      μ = a + 2 * b + c ∨ μ = a - 2 * b + c ∨ μ = a - c := by
  constructor
  · rintro ⟨v, hv, h⟩
    obtain ⟨e0, e1, e2, e3⟩ := (secular_iff a b c μ v).1 h
    by_contra hn
    simp only [not_or] at hn
    obtain ⟨n1, n2, n3⟩ := hn
    -- each symmetry-adapted combination of amplitudes must vanish
    have s1 : v 0 + v 1 + v 2 + v 3 = 0 :=
      (mul_eq_zero.1 (show (μ - (a + 2 * b + c)) * (v 0 + v 1 + v 2 + v 3) = 0 by
        linear_combination -e0 - e1 - e2 - e3)).resolve_left (sub_ne_zero.2 n1)
    have s2 : v 0 - v 1 + v 2 - v 3 = 0 :=
      (mul_eq_zero.1 (show (μ - (a - 2 * b + c)) * (v 0 - v 1 + v 2 - v 3) = 0 by
        linear_combination -e0 + e1 - e2 + e3)).resolve_left (sub_ne_zero.2 n2)
    have s3 : v 0 - v 2 = 0 :=
      (mul_eq_zero.1 (show (μ - (a - c)) * (v 0 - v 2) = 0 by
        linear_combination -e0 + e2)).resolve_left (sub_ne_zero.2 n3)
    have s4 : v 1 - v 3 = 0 :=
      (mul_eq_zero.1 (show (μ - (a - c)) * (v 1 - v 3) = 0 by
        linear_combination -e1 + e3)).resolve_left (sub_ne_zero.2 n3)
    apply hv
    funext i
    rcases corner_cases i with rfl | rfl | rfl | rfl <;> simp only [Pi.zero_apply] <;> linarith
  · have hne : ∀ q r s : ℝ, corners 1 q r s ≠ 0 := by
      intro q r s h
      have h0 := congrFun h 0
      simp [corners] at h0
    obtain ⟨m1, m2, m3, _⟩ := ringMatrix_modes a b c
    rintro (rfl | rfl | rfl)
    exacts [⟨_, hne _ _ _, m1⟩, ⟨_, hne _ _ _, m2⟩, ⟨_, hne _ _ _, m3⟩]
```

The theorem determines the set of real eigenvalues and does not count multiplicities. The two independent modes at \(a-c\) show that this level is at least doubly degenerate for every choice of parameters. Further coincidences occur for special values: the first two levels meet when \(b=0\), and one of them meets the pair when \(b=c\) or \(b=-c\).

## A rotation-invariant matrix without the reflection

If only the quarter turn is required to commute with \(M\), the three-parameter form can fail. The matrix \(S\) itself is an example, since it commutes with itself. It has \(S_{10}=1\) but \(S_{01}=0\), whereas the three-parameter form has the same entry \(b\) in both places. The proof compares exactly these two entries and arrives at \(1=0\).

```lean
/-- The quarter turn itself is not a ring matrix for any `a`, `b`, `c`. -/
theorem shift_ne_ringMatrix (a b c : ℝ) : shift ≠ ringMatrix a b c := by
  intro h
  have h10 := congrFun (congrFun h 1) 0
  have h01 := congrFun (congrFun h 0) 1
  simp +decide [shift, ringMatrix] at h10 h01
  linarith

end

end SquareSymmetry
```

This counter-example describes one-way hopping round the ring and is not a symmetric matrix. One may also model the problem by taking \(M\) to be real and symmetric from the start, as for a Hamiltonian with real matrix elements. The reflection hypothesis would then be redundant, by a short argument that is given here only in words and symbols: rotation invariance yields \(M_{03}=M_{10}\), and symmetry of the matrix yields \(M_{10}=M_{01}\). The version proved above requires more spatial symmetry and obtains the symmetry of the matrix as a consequence.

```lean
#print axioms SquareSymmetry.square_symmetry_spectrum
-- 'SquareSymmetry.square_symmetry_spectrum' depends on axioms: [propext, Classical.choice, Quot.sound]
#print axioms SquareSymmetry.eigenvalue_iff
-- 'SquareSymmetry.eigenvalue_iff' depends on axioms: [propext, Classical.choice, Quot.sound]
#print axioms SquareSymmetry.shift_ne_ringMatrix
-- 'SquareSymmetry.shift_ne_ringMatrix' depends on axioms: [propext, Classical.choice, Quot.sound]
```
